# Fermi–Dirac smearing changes the response sum of a gapped system by an exponentially small amount

## Small errors over small denominators

Suppose a response calculation is run with smeared occupations and the material turns out to be an insulator. Every valence level has then been slightly emptied and every conduction level slightly filled. The response sum divides occupation differences by energy differences, and within one band these energy differences can be arbitrarily small. Pairs of valence levels, which contribute nothing with sharp occupations, now contribute small numbers divided by small numbers. Without an estimate, nothing says that the total error is small.

It is small when the smearing temperature is well below the distance from the Fermi level to the nearest level. For a finite set of fixed, non-interacting levels and a given perturbation, the error has an upper bound with the factor $e^{-G/(2T)}$, where $T$ is the smearing temperature in energy units and $G/2$ is a lower bound on the distance of every level from the Fermi level. Sums of this kind also arise in density functional perturbation theory with smearing.

## The response sum

Measure energies from the Fermi level. The smeared and the sharp occupations of a level at energy $x$ are

$$f_T(x)=\frac{1}{e^{x/T}+1},\qquad s(x)=\begin{cases}1 & x<0\\ 0 & x\ge 0.\end{cases}$$

For an occupation function $f$, a pair of levels at $x$ and $y$ has the weight

$$w_f(x,y)=\begin{cases}\dfrac{f(x)-f(y)}{x-y} & x\neq y\\[2mm] f'(x) & x=y.\end{cases}$$

With levels $e_i$ and matrix elements $V_{ij}$ of the perturbation between them, the response sum is

$$R_f=\sum_{i,j} w_f(e_i,e_j)\,|V_{ij}|^2 .$$

For non-interacting electrons at a fixed Fermi level, this is the second derivative of the grand potential with respect to the strength of $V$, without a spin factor.

## The bound and its Lean form

Let $G,T>0$, let $|e_i|\ge G/2$ for all $i$, and let $V$ be Hermitian. Then

$$|R_{f_T}-R_s|\le \max\!\left(\frac2G,\frac1T\right)e^{-G/(2T)}\,\mathrm{Tr}(V^2).$$

At $T=G/20$, for example, the right-hand side is about $9\times10^{-4}\,\mathrm{Tr}(V^2)/G$. For $T$ comparable to $G$ or larger, the exponential is no longer small and the bound gives no such comfort.

The theorem is `response_change_le`. Its ingredients correspond to the physics as follows.

- `fermi T` is $f_T$, `stepOcc` is $s$, `pairWeight` is $w_f$, and `response f e V` is $R_f$.
- The levels are a function `e : n → ℝ` on a finite index type `n`. They need not be ordered or distinct.
- `V : Matrix n n ℂ` holds the matrix elements, and `hV` says that it is Hermitian. The file contains no Hamiltonian; that `V` is written in the eigenbasis belonging to `e` is our reading.
- `he` is the gap condition. If the Fermi level is not at midgap, the largest admissible $G$ is twice the distance to the nearest level, which is less than the full gap.
- `(V * V).trace.re` is $\mathrm{Tr}(V^2)$. The real part only turns a complex number into a real one, since the trace is already real for Hermitian $V$.

The step function has no derivative at the Fermi level, where Lean's `deriv` returns zero by convention. The gap condition keeps all levels away from that point, so neither this value nor the choice $s(0)=0$ matters.

The two sums share the same levels, Fermi level and $V$. In a self-consistent calculation the induced potential also depends on the occupations, and at fixed electron number the Fermi level may move with $T$. The theorem describes neither effect, and it concerns Fermi–Dirac smearing only.

## Derivation

Write $\varepsilon=e^{-G/(2T)}$.

**Boltzmann tails.** With $E=e^{x/T}$,

$$0<f_T(x)=\frac1{E+1}\le \frac1E=e^{-x/T},\qquad 0<1-f_T(x)=\frac{E}{E+1}\le E=e^{x/T}.$$

**Slope.** Differentiation gives

$$f_T'(x)=-\frac1T\,\frac{E}{(E+1)^2}=-\frac1T f_T(x)\bigl(1-f_T(x)\bigr).$$

Both factors lie between 0 and 1, so their product is at most the smaller one. For $x\ge0$ we use $f_T\le e^{-x/T}$, and for $x\le0$ we use $1-f_T\le e^{x/T}$. In both cases

$$|f_T'(x)|\le \frac{e^{-|x|/T}}{T}\le\frac{\varepsilon}{T}\qquad\text{if } |x|\ge G/2 .$$

**Two levels on the same side.** The step weight vanishes: $s$ takes equal values at the two levels, and if they coincide, $s$ is constant nearby and has zero slope. For the smeared weight, the interval between $x$ and $y$ stays outside the gap, so the slope bound holds all along it. The mean value inequality gives $|f_T(x)-f_T(y)|\le(\varepsilon/T)|x-y|$. The small denominator therefore cancels, and $|w_{f_T}(x,y)|\le\varepsilon/T$. If $x=y$, this is the slope bound itself.

**Two levels on opposite sides.** Now $|x-y|=|x|+|y|\ge G$. By the tails, each occupation changes by at most $\varepsilon$: an occupied level loses $1-f_T\le\varepsilon$, and an empty one gains $f_T\le\varepsilon$. Hence

$$|w_{f_T}(x,y)-w_s(x,y)|=\frac{\bigl|(f_T(x)-s(x))-(f_T(y)-s(y))\bigr|}{|x-y|}\le\frac{2\varepsilon}{G}.$$

**Summation.** Every pair weight changes by at most $\max(2/G,1/T)\,\varepsilon$. The triangle inequality gives

$$|R_{f_T}-R_s|\le\max\!\left(\frac2G,\frac1T\right)\varepsilon\sum_{i,j}|V_{ij}|^2 .$$

Since $V_{ji}=\overline{V_{ij}}$, we have $\mathrm{Tr}(V^2)=\sum_{i,j}V_{ij}V_{ji}=\sum_{i,j}|V_{ij}|^2$, which is the claim. Hermiticity enters only here.

## The Lean file

```lean
import Mathlib

open Matrix

namespace SmearedInsulator

noncomputable section

/-- Fermi-Dirac occupation of a level at energy `x`, measured from the Fermi level, at
smearing temperature `T ≠ 0` (in energy units). -/
def fermi (T x : ℝ) : ℝ := 1 / (Real.exp (x / T) + 1)

/-- Step occupation: one below the Fermi level 0, and zero otherwise. -/
def stepOcc (x : ℝ) : ℝ := if x < 0 then 1 else 0

/-- Weight of a pair of levels in the response: the difference quotient of the occupation
function `f`, or its derivative when the levels coincide (where `f` must be differentiable). -/
def pairWeight (f : ℝ → ℝ) (x y : ℝ) : ℝ :=
  if x = y then deriv f x else (f x - f y) / (x - y)

/-- Second-order response sum for levels `e`, occupation function `f` and a perturbation with
matrix elements `V i j` between the levels. -/
def response {n : Type*} [Fintype n] (f : ℝ → ℝ) (e : n → ℝ) (V : Matrix n n ℂ) : ℝ :=
  ∑ i, ∑ j, pairWeight f (e i) (e j) * ‖V i j‖ ^ 2

/-- The occupation and the hole occupation are positive, and are bounded by the Boltzmann
factors `exp (-x/T)` and `exp (x/T)`. -/
theorem fermi_tails (T x : ℝ) :
    0 < fermi T x ∧ fermi T x ≤ Real.exp (-x / T) ∧
      0 < 1 - fermi T x ∧ 1 - fermi T x ≤ Real.exp (x / T) := by
  have hE := Real.exp_pos (x / T)
  have hp : 0 < Real.exp (x / T) + 1 := by positivity
  have h1 : 1 - fermi T x = Real.exp (x / T) / (Real.exp (x / T) + 1) := by
    unfold fermi
    rw [eq_div_iff hp.ne', sub_mul, one_div, inv_mul_cancel₀ hp.ne']
    ring
  refine ⟨by unfold fermi; positivity, ?_, by rw [h1]; positivity, ?_⟩
  · rw [neg_div, Real.exp_neg, fermi, one_div]
    exact inv_anti₀ hE (by linarith)
  · rw [h1]
    exact div_le_self hE.le (by linarith)

/-- For `T ≠ 0` the Fermi function is differentiable, and its slope obeys
`T f' = -f (1 - f)`. -/
theorem deriv_fermi {T : ℝ} (hT : T ≠ 0) (x : ℝ) :
    DifferentiableAt ℝ (fermi T) x ∧
      T * deriv (fermi T) x = -(fermi T x * (1 - fermi T x)) := by
  have h1 : HasDerivAt (fun y => Real.exp (y / T) + 1) (Real.exp (x / T) * (1 / T)) x :=
    (((hasDerivAt_id x).div_const T).exp).add_const 1
  have hp : Real.exp (x / T) + 1 ≠ 0 := by positivity
  have h := (hasDerivAt_const x (1 : ℝ)).fun_div h1 hp
  have h2 : HasDerivAt (fermi T) ((0 * (Real.exp (x / T) + 1)
      - 1 * (Real.exp (x / T) * (1 / T))) / (Real.exp (x / T) + 1) ^ 2) x := h
  refine ⟨h2.differentiableAt, ?_⟩
  rw [h2.deriv, fermi]
  generalize Real.exp (x / T) = E at hp ⊢
  field_simp
  ring

/-- At `T > 0`, outside a gap of half-width `G/2` the Fermi function's slope has magnitude at most
`exp (-G/(2T)) / T`. -/
theorem abs_deriv_fermi_le {T G x : ℝ} (hT : 0 < T) (hx : G / 2 ≤ |x|) :
    |deriv (fermi T) x| ≤ Real.exp (-G / (2 * T)) / T := by
  obtain ⟨h0, h1, h2, h3⟩ := fermi_tails T x
  have hprod : fermi T x * (1 - fermi T x) ≤ Real.exp (-|x| / T) := by
    rcases le_total 0 x with h | h
    · rw [abs_of_nonneg h]
      nlinarith [mul_pos h0 h0]
    · rw [abs_of_nonpos h, neg_neg]
      nlinarith [mul_pos h2 h2]
  have harg : -|x| / T ≤ -G / (2 * T) := by
    rw [div_le_div_iff₀ hT (by positivity)]
    nlinarith [mul_nonneg (sub_nonneg.2 hx) hT.le]
  rw [le_div_iff₀ hT]
  calc |deriv (fermi T) x| * T = |T * deriv (fermi T) x| := by
        rw [abs_mul, abs_of_pos hT, mul_comm]
    _ = fermi T x * (1 - fermi T x) := by
        rw [(deriv_fermi hT.ne' x).2, abs_neg, abs_of_pos (mul_pos h0 h2)]
    _ ≤ _ := hprod.trans (Real.exp_le_exp.2 harg)

/-- Two levels on the same side of the Fermi level, each at least `G/2` away from it, have a smeared
pair weight of magnitude at most `exp (-G/(2T)) / T` when `T > 0`. -/
theorem pairWeight_fermi_same_side {T G x y : ℝ} (hT : 0 < T) (hx : G / 2 ≤ |x|)
    (hy : G / 2 ≤ |y|) (hxy : 0 < x * y) :
    |pairWeight (fermi T) x y| ≤ Real.exp (-G / (2 * T)) / T := by
  -- mean value inequality on a convex set that avoids the gap
  have seg : ∀ s : Set ℝ, Convex ℝ s → (∀ z ∈ s, G / 2 ≤ |z|) → x ∈ s → y ∈ s →
      |fermi T x - fermi T y| ≤ Real.exp (-G / (2 * T)) / T * |x - y| :=
    fun s hs h hxs hys => hs.norm_image_sub_le_of_norm_deriv_le
      (fun z _ => (deriv_fermi hT.ne' z).1) (fun z hz => abs_deriv_fermi_le hT (h z hz)) hys hxs
  have key : |fermi T x - fermi T y| ≤ Real.exp (-G / (2 * T)) / T * |x - y| := by
    rcases mul_pos_iff.1 hxy with ⟨h, h'⟩ | ⟨h, h'⟩
    · rw [abs_of_pos h] at hx
      rw [abs_of_pos h'] at hy
      exact seg (Set.Ici (G / 2)) (convex_Ici _)
        (fun z hz => (Set.mem_Ici.1 hz).trans (le_abs_self z)) hx hy
    · rw [abs_of_neg h] at hx
      rw [abs_of_neg h'] at hy
      exact seg (Set.Iic (-(G / 2))) (convex_Iic _)
        (fun z hz => by linarith [Set.mem_Iic.1 hz, neg_le_abs z])
        (Set.mem_Iic.2 (by linarith)) (Set.mem_Iic.2 (by linarith))
  unfold pairWeight
  split_ifs with h
  · exact abs_deriv_fermi_le hT hx
  · rw [abs_div, div_le_iff₀ (abs_pos.2 (sub_ne_zero.2 h))]
    exact key

/-- With step occupations, two levels on the same side of the Fermi level have pair weight
zero, also when they coincide. -/
theorem pairWeight_step_same_side {x y : ℝ} (hxy : 0 < x * y) :
    pairWeight stepOcc x y = 0 := by
  -- the step function is constant near `x`, and takes the same value at `y`
  have key : ∃ c : ℝ, stepOcc =ᶠ[nhds x] (fun _ => c) ∧ stepOcc y = c := by
    rcases mul_pos_iff.1 hxy with ⟨h, h'⟩ | ⟨h, h'⟩
    · refine ⟨0, ?_, if_neg (not_lt.2 h'.le)⟩
      filter_upwards [Ioi_mem_nhds h] with z hz
      exact if_neg (not_lt.2 (Set.mem_Ioi.1 hz).le)
    · refine ⟨1, ?_, if_pos h'⟩
      filter_upwards [Iio_mem_nhds h] with z hz
      exact if_pos (Set.mem_Iio.1 hz)
  obtain ⟨c, hc, hy⟩ := key
  unfold pairWeight
  split_ifs
  · rw [hc.deriv_eq, deriv_const]
  · rw [hc.eq_of_nhds, hy, sub_self, zero_div]

/-- For `G, T > 0` and two levels at least `G/2` from the Fermi level, smearing changes the
pair weight by at most `max (2/G) (1/T) * exp (-G/(2T))`. -/
theorem pairWeight_change_le {T G x y : ℝ} (hT : 0 < T) (hG : 0 < G)
    (hx : G / 2 ≤ |x|) (hy : G / 2 ≤ |y|) :
    |pairWeight (fermi T) x y - pairWeight stepOcc x y|
      ≤ max (2 / G) (1 / T) * Real.exp (-G / (2 * T)) := by
  rcases lt_or_ge 0 (x * y) with hxy | hxy
  · rw [pairWeight_step_same_side hxy, sub_zero]
    refine (pairWeight_fermi_same_side hT hx hy hxy).trans ?_
    rw [show Real.exp (-G / (2 * T)) / T = 1 / T * Real.exp (-G / (2 * T)) by ring]
    exact mul_le_mul_of_nonneg_right (le_max_right _ _) (Real.exp_pos _).le
  · -- each occupation moves by at most a Boltzmann factor
    have hocc : ∀ z, G / 2 ≤ |z| → |fermi T z - stepOcc z| ≤ Real.exp (-G / (2 * T)) := by
      intro z hz
      obtain ⟨h0, h1, h2, h3⟩ := fermi_tails T z
      have harg : -|z| / T ≤ -G / (2 * T) := by
        rw [div_le_div_iff₀ hT (by positivity)]
        nlinarith [mul_nonneg (sub_nonneg.2 hz) hT.le]
      refine le_trans ?_ (Real.exp_le_exp.2 harg)
      rcases lt_or_ge z 0 with h | h
      · rw [show stepOcc z = 1 from if_pos h, abs_sub_comm, abs_of_pos h2, abs_of_neg h, neg_neg]
        exact h3
      · rw [show stepOcc z = 0 from if_neg (not_lt.2 h), sub_zero, abs_of_pos h0,
          abs_of_nonneg h]
        exact h1
    -- the levels are separated by at least `G`
    have hgap : G ≤ |x - y| := by
      have hm : |x| * |y| = -(x * y) := by rw [← abs_mul, abs_of_nonpos hxy]
      have hs : (|x| + |y|) ^ 2 = |x - y| ^ 2 := by
        linear_combination sq_abs x + sq_abs y + 2 * hm - sq_abs (x - y)
      linarith [(sq_eq_sq₀ (add_nonneg (abs_nonneg x) (abs_nonneg y))
        (abs_nonneg (x - y))).1 hs]
    have hne : x ≠ y := fun h => by
      rw [h, sub_self, abs_zero] at hgap
      linarith
    unfold pairWeight
    rw [if_neg hne, if_neg hne, ← sub_div, abs_div, div_le_iff₀ (hG.trans_le hgap)]
    calc |fermi T x - fermi T y - (stepOcc x - stepOcc y)|
        = |(fermi T x - stepOcc x) - (fermi T y - stepOcc y)| := by congr 1; ring
      _ ≤ |fermi T x - stepOcc x| + |fermi T y - stepOcc y| := by
        simpa only [Real.norm_eq_abs] using
          norm_sub_le (fermi T x - stepOcc x) (fermi T y - stepOcc y)
      _ ≤ 2 * Real.exp (-G / (2 * T)) := by linarith [hocc x hx, hocc y hy]
      _ = 2 / G * Real.exp (-G / (2 * T)) * G := by field_simp
      _ ≤ _ := mul_le_mul (mul_le_mul_of_nonneg_right (le_max_left _ _) (Real.exp_pos _).le)
          hgap hG.le (by positivity)

/-- **Smearing error of an insulator.** If all levels lie at least `G/2` from the Fermi level, with
`G, T > 0` and `V` Hermitian, Fermi-Dirac smearing changes the response sum by at most
`max (2/G) (1/T) * exp (-G/(2T)) * Tr (V²)`. -/
theorem response_change_le {n : Type*} [Fintype n] {T G : ℝ} (hT : 0 < T) (hG : 0 < G)
    (e : n → ℝ) (he : ∀ i, G / 2 ≤ |e i|) (V : Matrix n n ℂ) (hV : V.IsHermitian) :
    |response (fermi T) e V - response stepOcc e V|
      ≤ max (2 / G) (1 / T) * Real.exp (-G / (2 * T)) * (V * V).trace.re := by
  -- for Hermitian `V` the trace of the square is the sum of the squared moduli of all entries
  have htr : (V * V).trace = ((∑ i, ∑ j, ‖V i j‖ ^ 2 : ℝ) : ℂ) := by
    simp only [Matrix.trace, Matrix.diag_apply, Matrix.mul_apply, Complex.ofReal_sum]
    refine Finset.sum_congr rfl fun i _ => Finset.sum_congr rfl fun j _ => ?_
    rw [← hV.apply j i, Complex.star_def, Complex.mul_conj, Complex.normSq_eq_norm_sq]
  rw [htr, Complex.ofReal_re]
  unfold response
  simp only [← Finset.sum_sub_distrib, ← sub_mul, Finset.mul_sum]
  refine (Finset.abs_sum_le_sum_abs _ _).trans (Finset.sum_le_sum fun i _ =>
    (Finset.abs_sum_le_sum_abs _ _).trans (Finset.sum_le_sum fun j _ => ?_))
  rw [abs_mul, abs_of_nonneg (sq_nonneg ‖V i j‖)]
  exact mul_le_mul_of_nonneg_right (pairWeight_change_le hT hG (he i) (he j)) (sq_nonneg _)

end

end SmearedInsulator
```

```lean
#print axioms SmearedInsulator.response_change_le
```

```
'SmearedInsulator.response_change_le' depends on axioms: [propext, Classical.choice, Quot.sound]
```

## From the Fermi function to pair weights

`fermi_tails` collects the four inequalities for the occupation and its complement. `deriv_fermi` differentiates the quotient, then replaces the exponential by a variable `E`, so that the slope identity becomes algebra for `field_simp` and `ring`. It also records differentiability, which the mean value inequality needs.

`abs_deriv_fermi_le` splits on the sign of `x`. In each case `nlinarith` receives the positivity of a square, which is what turns $f_T(1-f_T)=f_T-f_T^2$ into a bound by $f_T$, and similarly for $1-f_T$. The step from $|x|$ to $G/2$ is the monotonicity of the exponential.

"On the same side" is written as `0 < x * y`. In `pairWeight_fermi_same_side`, the auxiliary statement `seg` is the mean value inequality on any convex set that avoids the gap. It is applied to the half-line from $G/2$ upwards or to the one from $-G/2$ downwards. The final `split_ifs` separates coincident from distinct levels.

`pairWeight_step_same_side` finds a constant `c` that equals the step function in a neighbourhood of `x` and also at `y`. The neighbourhood settles the derivative, and the value at `y` settles the difference quotient.

## Joining the two cases and summing

`pairWeight_change_le` splits on the sign of `x * y`. The same-side case combines the two preceding lemmas. In the other case, `hocc` bounds the change of each occupation and `hgap` proves $G\le|x-y|$. The latter compares squares: when $xy\le0$, $(|x|+|y|)^2=(x-y)^2$. The closing `calc` block regroups the numerator by level, as in the derivation, and bounds it by $2\varepsilon$.

In `response_change_le`, `htr` is the trace identity. The difference of the two double sums is then merged into a single double sum, `Finset.abs_sum_le_sum_abs` is applied once for each index, and each term is bounded by the pair estimate times $|V_{ij}|^2\ge0$.
